# Interactions that satisfy the KKT conditions are a best least-squares fit under linear ground-state constraints

The requirement that chosen structures be ground states enters here as a finite list of linear inequalities on the effective interactions of a cluster expansion, with the competing structures fixed before the fit. Among all interactions that obey the list, a set that satisfies the Karush–Kuhn–Tucker (KKT) conditions has the least squared error, and it is the only such set if the correlation matrix is injective.

```lean
import Mathlib

open Matrix

namespace ConstrainedClusterExpansion

variable {m n k : Type*} [Fintype m] [Fintype n] [Fintype k]

/-- Squared error of the energies `X J` predicted by the interactions `J`
against the reference energies `y`. -/
def fitError (X : Matrix m n ℝ) (y : m → ℝ) (J : n → ℝ) : ℝ :=
  ∑ s, ((X *ᵥ J) s - y s) ^ 2

/-- The interactions `J` obey all linear constraints `A J ≤ b`. -/
def Feasible (A : Matrix k n ℝ) (b : k → ℝ) (J : n → ℝ) : Prop :=
  ∀ i, (A *ᵥ J) i ≤ b i

/-- `J` is feasible and has the least squared error among all feasible interactions. -/
def IsBestFit (X : Matrix m n ℝ) (y : m → ℝ) (A : Matrix k n ℝ) (b : k → ℝ)
    (J : n → ℝ) : Prop :=
  Feasible A b J ∧ ∀ K, Feasible A b K → fitError X y J ≤ fitError X y K

/-- The Karush-Kuhn-Tucker conditions for interactions `J` and multipliers `lam`:
feasibility, nonnegative multipliers, stationarity and complementary slackness. -/
structure IsKKT (X : Matrix m n ℝ) (y : m → ℝ) (A : Matrix k n ℝ) (b : k → ℝ)
    (J : n → ℝ) (lam : k → ℝ) : Prop where
  feasible : Feasible A b J
  nonneg : ∀ i, 0 ≤ lam i
  stationary : Xᵀ *ᵥ (X *ᵥ J - y) + Aᵀ *ᵥ lam = 0
  slack : ∀ i, lam i * ((A *ᵥ J) i - b i) = 0

/-- Constraint rows for a chosen structure with correlations `φ` and competitors whose
correlations are the rows of `Φ`: the differences of the correlations. -/
def groundStateRows (φ : n → ℝ) (Φ : Matrix k n ℝ) : Matrix k n ℝ :=
  Matrix.of fun i j => φ j - Φ i j

omit [Fintype k] in
/-- The constraints built from correlation differences say that the chosen structure lies
below each competitor `i` in energy by at least `gap i`. -/
theorem feasible_groundStateRows_iff (φ : n → ℝ) (Φ : Matrix k n ℝ) (gap : k → ℝ)
    (J : n → ℝ) :
    Feasible (groundStateRows φ Φ) (fun i => -gap i) J ↔
      ∀ i, φ ⬝ᵥ J + gap i ≤ (Φ *ᵥ J) i := by
  have h : ∀ i, (groundStateRows φ Φ *ᵥ J) i = φ ⬝ᵥ J - (Φ *ᵥ J) i := by
    intro i
    simp [groundStateRows, Matrix.mulVec, dotProduct, sub_mul, Finset.sum_sub_distrib]
  constructor
  · intro hJ i
    have h1 : (groundStateRows φ Φ *ᵥ J) i ≤ -gap i := hJ i
    rw [h i] at h1
    linarith
  · intro hJ i
    have h1 := hJ i
    show (groundStateRows φ Φ *ᵥ J) i ≤ -gap i
    rw [h i]
    linarith

/-- Exact expansion of the squared error about `J`: a term linear in the change of the
interactions and the squared change of the predicted energies. -/
theorem fitError_expand (X : Matrix m n ℝ) (y : m → ℝ) (J K : n → ℝ) :
    fitError X y K = fitError X y J + ∑ s, ((X *ᵥ (K - J)) s) ^ 2
      + 2 * ((K - J) ⬝ᵥ (Xᵀ *ᵥ (X *ᵥ J - y))) := by
  have h : (K - J) ⬝ᵥ (Xᵀ *ᵥ (X *ᵥ J - y))
      = ∑ s, (X *ᵥ (K - J)) s * (X *ᵥ J - y) s := by
    rw [Matrix.dotProduct_mulVec, Matrix.vecMul_transpose]
    rfl
  rw [h]
  simp only [fitError, Matrix.mulVec_sub, Pi.sub_apply, Finset.mul_sum,
    ← Finset.sum_add_distrib]
  apply Finset.sum_congr rfl
  intro s _
  ring

/-- At a stationary point with complementary slackness, the excess error of any `K` is the
squared change of the predicted energies plus twice the multiplier-weighted slack of `K`. -/
theorem fitError_gap {X : Matrix m n ℝ} {y : m → ℝ} {A : Matrix k n ℝ} {b : k → ℝ}
    {J : n → ℝ} {lam : k → ℝ}
    (hstat : Xᵀ *ᵥ (X *ᵥ J - y) + Aᵀ *ᵥ lam = 0)
    (hslack : ∀ i, lam i * ((A *ᵥ J) i - b i) = 0) (K : n → ℝ) :
    fitError X y K = fitError X y J + ∑ s, ((X *ᵥ (K - J)) s) ^ 2
      + 2 * ∑ i, lam i * (b i - (A *ᵥ K) i) := by
  have hg : Xᵀ *ᵥ (X *ᵥ J - y) = -(Aᵀ *ᵥ lam) := eq_neg_of_add_eq_zero_left hstat
  -- slackness replaces `A J` by `b` wherever the multiplier is nonzero
  have ha : (K - J) ⬝ᵥ (Aᵀ *ᵥ lam) = ∑ i, lam i * ((A *ᵥ K) i - b i) := by
    rw [Matrix.dotProduct_mulVec, Matrix.vecMul_transpose, Matrix.mulVec_sub]
    simp only [dotProduct, Pi.sub_apply]
    apply Finset.sum_congr rfl
    intro i _
    linear_combination (-1) * hslack i
  have hs : ∑ i, lam i * (b i - (A *ᵥ K) i) = -∑ i, lam i * ((A *ᵥ K) i - b i) := by
    rw [← Finset.sum_neg_distrib]
    apply Finset.sum_congr rfl
    intro i _
    ring
  rw [fitError_expand X y J K, hg, dotProduct_neg, ha]
  linarith

/-- When the constraint bounds are changed from `b` to `b'`, no interactions feasible for
`b'` lower the error by more than twice the multiplier-weighted change of the bounds. -/
theorem fitError_sensitivity {X : Matrix m n ℝ} {y : m → ℝ} {A : Matrix k n ℝ}
    {b : k → ℝ} {J : n → ℝ} {lam : k → ℝ} (h : IsKKT X y A b J lam)
    (b' : k → ℝ) {K : n → ℝ} (hK : Feasible A b' K) :
    fitError X y J - 2 * ∑ i, lam i * (b' i - b i) ≤ fitError X y K := by
  have hgap := fitError_gap h.stationary h.slack K
  have hS : 0 ≤ ∑ s, ((X *ᵥ (K - J)) s) ^ 2 := Finset.sum_nonneg fun s _ => sq_nonneg _
  have hU : 0 ≤ ∑ i, lam i * (b' i - (A *ᵥ K) i) :=
    Finset.sum_nonneg fun i _ => mul_nonneg (h.nonneg i) (sub_nonneg.2 (hK i))
  have hsplit : ∑ i, lam i * (b' i - (A *ᵥ K) i)
      = ∑ i, lam i * (b' i - b i) + ∑ i, lam i * (b i - (A *ᵥ K) i) := by
    rw [← Finset.sum_add_distrib]
    apply Finset.sum_congr rfl
    intro i _
    ring
  linarith

/-- Given a KKT point `J`, the best fits are exactly the feasible interactions that predict
the same energies as `J` for all fitted structures. -/
theorem isBestFit_iff {X : Matrix m n ℝ} {y : m → ℝ} {A : Matrix k n ℝ} {b : k → ℝ}
    {J : n → ℝ} {lam : k → ℝ} (h : IsKKT X y A b J lam) (K : n → ℝ) :
    IsBestFit X y A b K ↔ Feasible A b K ∧ X *ᵥ K = X *ᵥ J := by
  constructor
  · rintro ⟨hK, hmin⟩
    refine ⟨hK, ?_⟩
    have hgap := fitError_gap h.stationary h.slack K
    have hle := hmin J h.feasible
    have hU : 0 ≤ ∑ i, lam i * (b i - (A *ᵥ K) i) :=
      Finset.sum_nonneg fun i _ => mul_nonneg (h.nonneg i) (sub_nonneg.2 (hK i))
    -- the squared change of the predictions must vanish
    have hS : ∑ s, ((X *ᵥ (K - J)) s) ^ 2 = 0 :=
      le_antisymm (by linarith) (Finset.sum_nonneg fun s _ => sq_nonneg _)
    funext s
    have h1 : ((X *ᵥ (K - J)) s) ^ 2 = 0 :=
      (Finset.sum_eq_zero_iff_of_nonneg (fun s _ => sq_nonneg _)).1 hS s (Finset.mem_univ s)
    have h2 : (X *ᵥ (K - J)) s = 0 := (pow_eq_zero_iff two_ne_zero).1 h1
    rw [Matrix.mulVec_sub, Pi.sub_apply] at h2
    linarith
  · rintro ⟨hK, hX⟩
    refine ⟨hK, fun L hL => ?_⟩
    have hKJ : fitError X y K = fitError X y J := by simp only [fitError, hX]
    have hs := fitError_sensitivity h b hL
    simp only [sub_self, mul_zero, Finset.sum_const_zero, sub_zero] at hs
    linarith

/-- Interactions satisfying the KKT conditions minimise the squared error over all feasible
interactions, and are the only minimiser if the correlation matrix is injective. -/
theorem kkt_isBestFit {X : Matrix m n ℝ} {y : m → ℝ} {A : Matrix k n ℝ} {b : k → ℝ}
    {J : n → ℝ} {lam : k → ℝ} (h : IsKKT X y A b J lam) :
    IsBestFit X y A b J ∧
      (Function.Injective X.mulVec → ∀ K, IsBestFit X y A b K → K = J) :=
  ⟨(isBestFit_iff h J).2 ⟨h.feasible, rfl⟩,
    fun hinj K hK => hinj ((isBestFit_iff h K).1 hK).2⟩

/-- A constraint with a positive multiplier holds with equality in every best fit. -/
theorem constraint_tight {X : Matrix m n ℝ} {y : m → ℝ} {A : Matrix k n ℝ} {b : k → ℝ}
    {J : n → ℝ} {lam : k → ℝ} (h : IsKKT X y A b J lam) {K : n → ℝ}
    (hK : IsBestFit X y A b K) {i : k} (hi : 0 < lam i) : (A *ᵥ K) i = b i := by
  have hgap := fitError_gap h.stationary h.slack K
  have hle := hK.2 J h.feasible
  have hS : 0 ≤ ∑ s, ((X *ᵥ (K - J)) s) ^ 2 := Finset.sum_nonneg fun s _ => sq_nonneg _
  -- one term of the weighted slack is bounded by the whole sum, which is not positive
  have hterm : lam i * (b i - (A *ᵥ K) i) ≤ ∑ j, lam j * (b j - (A *ᵥ K) j) :=
    Finset.single_le_sum (f := fun j => lam j * (b j - (A *ᵥ K) j))
      (fun j _ => mul_nonneg (h.nonneg j) (sub_nonneg.2 (hK.1 j))) (Finset.mem_univ i)
  have hfeas : (A *ᵥ K) i ≤ b i := hK.1 i
  nlinarith

/-- Two structures with correlations `(1, 1)` and `(1, -1)` and reference energies `1` and
`0`, the first required not to lie above the second: `J = (1/2, 0)` with multiplier `1/2`
satisfies the KKT conditions. -/
theorem isKKT_witness :
    IsKKT (!![1, 1; 1, -1] : Matrix (Fin 2) (Fin 2) ℝ) ![1, 0]
      (!![0, 2] : Matrix (Fin 1) (Fin 2) ℝ) ![0] ![1 / 2, 0] ![1 / 2] where
  feasible := by
    intro i
    fin_cases i
    simp [Matrix.mulVec, dotProduct, Fin.sum_univ_succ]
  nonneg := by
    intro i
    fin_cases i
    simp
  stationary := by
    ext i
    fin_cases i <;>
      simp [Matrix.mulVec, dotProduct, Matrix.vecHead, Matrix.vecTail] <;>
      norm_num
  slack := by
    intro i
    fin_cases i
    simp [Matrix.mulVec, dotProduct, Fin.sum_univ_succ]

end ConstrainedClusterExpansion
```

```lean
#print axioms ConstrainedClusterExpansion.feasible_groundStateRows_iff
#print axioms ConstrainedClusterExpansion.kkt_isBestFit
#print axioms ConstrainedClusterExpansion.constraint_tight
```

```
'ConstrainedClusterExpansion.feasible_groundStateRows_iff' depends on axioms: [propext, Classical.choice, Quot.sound]
'ConstrainedClusterExpansion.kkt_isBestFit' depends on axioms: [propext, Classical.choice, Quot.sound]
'ConstrainedClusterExpansion.constraint_tight' depends on axioms: [propext, Classical.choice, Quot.sound]
```

## The fit and the four conditions

The index types `m`, `n` and `k` label the fitted structures, the clusters and the constraints; all three are finite. The real matrix $X$ has one row of cluster correlations per structure, the vector $J$ holds one effective interaction per cluster, and $y$ holds the reference energies. Cluster multiplicities are taken to be absorbed into $X$ or $J$. The predicted energies are $XJ$, written `X *ᵥ J`, and `fitError` is the plain sum of squared residuals

$$E(J)=\sum_s \big((XJ)_s-y_s\big)^2 .$$

`Feasible A b J` says that $(AJ)_i\le b_i$ for every constraint $i$, where $A$ is a real matrix and $b$ a vector of bounds. `IsBestFit` says that $J$ is feasible and that no feasible $K$ has a smaller error.

The hypothesis of the main theorem, `IsKKT`, concerns $J$ together with a vector of multipliers $\lambda$, called `lam` in the code:

- $J$ is feasible;
- $\lambda_i\ge 0$ for all $i$;
- $X^T(XJ-y)+A^T\lambda=0$, which is stationarity;
- $\lambda_i\,(AJ-b)_i=0$ for all $i$, which is complementary slackness: a multiplier can be nonzero only where the constraint holds with equality.

The stationarity condition belongs to the Lagrangian $\tfrac12E(J)+\lambda\cdot(AJ-b)$. This choice of the factor $\tfrac12$ fixes the scale of $\lambda$, and with it the factor of 2 in front of the multiplier terms below.

The theorem `kkt_isBestFit` concludes that $J$ is a best fit and that, if $J\mapsto XJ$ is injective, every best fit equals $J$. It runs in one direction, from multipliers to optimality. It doesn't construct multipliers for a given best fit, and it doesn't show that feasible interactions exist.

## Ground-state constraints from correlation differences

The main theorem holds for any $A$ and $b$. Their physical meaning comes from `feasible_groundStateRows_iff`. Let $\varphi$ be the correlation vector of a structure that should be stable, and let row $i$ of $\Phi$ be that of a competitor. With $A_{ij}=\varphi_j-\Phi_{ij}$ and $b_i=-\mathrm{gap}_i$,

$$(AJ)_i=\varphi\cdot J-(\Phi J)_i\le-\mathrm{gap}_i
\quad\Longleftrightarrow\quad
\varphi\cdot J+\mathrm{gap}_i\le(\Phi J)_i .$$

The chosen structure thus lies below competitor $i$ by at least $\mathrm{gap}_i$. The gap is a number set by the user, the energy margin demanded of the fit; a zero gap allows degeneracy. In Lean, the auxiliary fact `h` computes $(AJ)_i$, and `linarith` rearranges the inequality in both directions.

For this to be a condition on stability at fixed composition, the energies are taken per site and the competitor must have the same composition as the chosen structure. Since $\Phi$ is arbitrary, a row may also be a weighted average of correlation vectors. If the weights are nonnegative, sum to one and reproduce that composition, the row stands for a phase mixture, as needed for a convex-hull condition. For several chosen structures, the rows and bounds built for each are stacked into one $A$ and one $b$. Only listed competitors are constrained, so a structure absent from $\Phi$ may still be predicted lower.

## The excess error of a competing fit

Let $K$ be any other set of interactions, and write $d=K-J$ and $r=XJ-y$. Then $XK-y=r+Xd$, and squaring and summing gives

$$E(K)=E(J)+\sum_s (Xd)_s^2+2\sum_s (Xd)_s\,r_s
=E(J)+\sum_s (Xd)_s^2+2\,d\cdot X^Tr .$$

This is `fitError_expand`. Its fact `h` moves the transpose across the dot product, and `ring` then checks the identity structure by structure.

Stationarity says $X^Tr=-A^T\lambda$, so

$$d\cdot X^Tr=-\sum_i\lambda_i\big((AK)_i-(AJ)_i\big).$$

By complementary slackness $\lambda_i(AJ)_i=\lambda_ib_i$, and the error becomes

$$E(K)=E(J)+\sum_s\big(X(K-J)\big)_s^2+2\sum_i\lambda_i\big(b_i-(AK)_i\big).$$

This exact identity is `fitError_gap`. There `hg` is the stationarity step and `ha` the slackness step, where `linear_combination (-1) * hslack i` makes the replacement for each constraint; `hs` reverses the sign of the sum. Neither the sign of $\lambda$ nor feasibility has been used so far.

If $K$ is feasible, each $b_i-(AK)_i$ is nonnegative, and so is each $\lambda_i$. Both added terms are then nonnegative, and $E(K)\ge E(J)$.

## All best fits predict the same fitted energies

The theorem `isBestFit_iff` describes the complete set of best fits: they are the feasible $K$ with $XK=XJ$.

Suppose first that $K$ is a best fit. Since $J$ is feasible, $E(K)\le E(J)$. The two nonnegative terms in the identity must therefore both vanish. A vanishing sum of squares has only vanishing terms, so $XK=XJ$. In Lean, `hS` is the vanishing sum and `Finset.sum_eq_zero_iff_of_nonneg` passes to the single terms.

Conversely, let $K$ be feasible with $XK=XJ$. Then $E(K)=E(J)$, and $E(J)\le E(L)$ for every feasible $L$, so $K$ is a best fit. The code takes the last inequality from `fitError_sensitivity` with unchanged bounds.

The main theorem follows in two lines. Taking $K=J$ shows that $J$ is a best fit. If $X$ is injective, $XK=XJ$ forces $K=J$. Injectivity means that the columns of $X$ are linearly independent, which requires at least as many structures as clusters. Without it, several sets of interactions may fit equally well; they agree on the fitted structures but can disagree on others.

## What the multipliers measure

Change the bounds from $b$ to $b'$, and let $K$ be feasible for $b'$. Splitting the slack gives

$$\sum_i\lambda_i\big(b_i-(AK)_i\big)
=\sum_i\lambda_i\big(b'_i-(AK)_i\big)-\sum_i\lambda_i(b'_i-b_i).$$

The first sum on the right is nonnegative. Inserting this into the identity for $E(K)$ and dropping the nonnegative terms yields `fitError_sensitivity`:

$$E(K)\ge E(J)-2\sum_i\lambda_i(b'_i-b_i).$$

In the proof, `hsplit` is the splitting, and `hS` and `hU` are the two signs. For ground-state constraints, raising one gap by $\delta>0$ lowers $b_i$ by $\delta$, so the error of any fit that meets the new demand and all the other constraints is at least $E(J)+2\lambda_i\delta$. A large multiplier thus marks a stability requirement that is costly to tighten. A positive multiplier doesn't show that the reference energies violate the requirement: the unconstrained fit of a truncated expansion can violate it even when they obey it.

The theorem `constraint_tight` adds that a constraint with $\lambda_i>0$ holds with equality in every best fit $K$. The weighted slack of $K$ sums to zero with nonnegative terms, so $\lambda_i(b_i-(AK)_i)=0$, and dividing by $\lambda_i$ gives $(AK)_i=b_i$. In Lean, `hterm` bounds the single term by the sum, and `nlinarith` completes the argument.

## Two structures in the wrong order

In `isKKT_witness`, two structures have correlations $(1,1)$ and $(1,-1)$ and reference energies $1$ and $0$. On a square lattice with site variables $\pm1$, for example, the two entries can belong to the empty cluster and the diagonal pair, and the structures can be the checkerboard and alternating rows, which have equal composition. The first is required not to lie above the second, against the data. The constraint row is $(0,2)$ with bound $0$.

For $J=(\tfrac12,0)$ both predicted energies are $\tfrac12$, so the constraint holds with equality. The residuals are $r=(-\tfrac12,\tfrac12)$, which gives $X^Tr=(0,-1)$. With $\lambda=\tfrac12$, $A^T\lambda=(0,1)$, and the sum is zero. The Lean proof checks these conditions entry by entry. The fit removes the wrong order by making the two structures degenerate, and its squared error is $\tfrac12$.

## Checking a solver's output

In a calculation, the problem can be passed to a quadratic-programming solver as

$$\min_J\ \tfrac12J^T(X^TX)J-(X^Ty)^TJ\quad\text{subject to}\quad AJ\le b .$$

With this scaling and the usual sign convention, the returned multipliers are the $\lambda$ used here; if the code minimises $E$ itself, they are twice as large. Four numbers then test the result: the largest entry of $AJ-b$, the smallest $\lambda_i$, the norm of $X^T(XJ-y)+A^T\lambda$, and the largest $|\lambda_i(AJ-b)_i|$. In floating-point arithmetic they generally meet the conditions only to a tolerance, whereas the theorem concerns exact real numbers.

Fit weights are included by multiplying each row of $X$ and the matching entry of $y$ by the square root of the weight. A ridge penalty $\alpha\sum_jJ_j^2$ with $\alpha>0$ amounts to appending the rows $\sqrt\alpha\,I$ to $X$, where $I$ is the identity matrix, and zeros to $y$; the enlarged matrix is injective.

When enumeration turns up a further competitor, its row is added to $A$. If the current $J$ already satisfies the new constraint, a zero multiplier for it preserves all four conditions, and no refit is needed. For reference energies from electronic-structure calculations, the result thus certifies the fit of a finite expansion, linear in its interactions, against a finite list of competitors; it doesn't assess the accuracy of the energies or of the truncation.
